# The rotation matrix of an SU(2) spin transformation determines it up to sign

Let $U$ be a $2\times2$ unitary matrix of determinant 1, and let $\sigma_0,\sigma_1,\sigma_2$ be the Pauli matrices for the $x$, $y$ and $z$ axes. The matrix

$$R(U)_{ij}=\tfrac12\,\mathrm{tr}(\sigma_i U\sigma_j U^\dagger)$$

is real and orthogonal with determinant 1. It satisfies $R(UV)=R(U)R(V)$ for unitary $V$, and $R(U)=1$ exactly when $U=1$ or $U=-1$. Two elements of SU(2) therefore give the same $R$ exactly when they agree up to sign.

## Rotating a two-level Hamiltonian

A $2\times2$ Hermitian matrix can be written $h=h_0 1+\sum_j b_j\sigma_j$ with real $h_0$ and a real vector $b$. Replacing $h$ by $UhU^\dagger$ leaves $h_0$ alone and turns $b$ into $R(U)b$. For a single two-level block, a complex Jacobi step thus turns $b$ onto the $z$ axis, where $h$ is diagonal.

## From Pauli coefficients to orthogonality

Take a traceless matrix $M$ with rows $(a,b)$ and $(c,-a)$. Its coefficients $\frac12\mathrm{tr}(\sigma_iM)$ are $(b+c)/2$, $i(b-c)/2$ and $a$. Summing them against the $\sigma_i$ returns $b$ in the upper right corner, $c$ in the lower left and $\pm a$ on the diagonal, so

$$M=\sum_i\tfrac12\mathrm{tr}(\sigma_iM)\,\sigma_i .$$

The entries of $R$ are real because the Pauli matrices are Hermitian and the trace is cyclic:

$$\overline{\mathrm{tr}(\sigma_iU\sigma_jU^\dagger)}=\mathrm{tr}(U\sigma_jU^\dagger\sigma_i)=\mathrm{tr}(\sigma_iU\sigma_jU^\dagger).$$

For unitary $U$, $\mathrm{tr}(U\sigma_jU^\dagger)=\mathrm{tr}(U^\dagger U\sigma_j)=0$, and the expansion gives

$$U\sigma_jU^\dagger=\sum_iR(U)_{ij}\sigma_i .$$

Column $j$ of $R(U)$ is the image of axis $j$. Using this formula for $V$ inside the trace for $UV$,

$$R(UV)_{ij}=\tfrac12\mathrm{tr}\big(\sigma_iU(V\sigma_jV^\dagger)U^\dagger\big)=\sum_kR(U)_{ik}R(V)_{kj}.$$

Cyclicity also gives $R(U^\dagger)=R(U)^T$, and $\frac12\mathrm{tr}(\sigma_i\sigma_j)=\delta_{ij}$ gives $R(1)=1$. Hence $R(U)^TR(U)=R(U^\dagger U)=1$.

## The determinant as a triple product

Write $a\cdot\sigma=\sum_ia_i\sigma_i$. From $(a\cdot\sigma)(b\cdot\sigma)=(a\cdot b)1+i(a\times b)\cdot\sigma$ it follows that

$$\mathrm{tr}\big[(a\cdot\sigma)(b\cdot\sigma)(c\cdot\sigma)\big]=2i\,a\cdot(b\times c).$$

With the columns of $R(U)$ as $a,b,c$, the right side is $2i\det R(U)$. The left side is $\mathrm{tr}(U\sigma_0\sigma_1\sigma_2U^\dagger)=\mathrm{tr}(\sigma_0\sigma_1\sigma_2)=2i$, since the inner factors $U^\dagger U$ cancel. So $\det R(U)=1$.

## Where the two signs come from

If $R(U)=1$, then $U\sigma_jU^\dagger=\sigma_j$, so $U$ commutes with every Pauli matrix. The off-diagonal entries of $U\sigma_2=\sigma_2U$ read $-U_{01}=U_{01}$ and $U_{10}=-U_{10}$, so both vanish. The upper right entry of $U\sigma_0=\sigma_0U$ gives $U_{00}=U_{11}$. Thus $U=\lambda1$ with $\lambda^2=\det U=1$, and $\lambda=\pm1$. Conversely, the sign of $U$ cancels between $U$ and $U^\dagger$.

If $R(U)=R(V)$ for $U,V$ in SU(2), set $W=V^\dagger U$. It lies in SU(2), and $R(W)=R(V^\dagger)R(U)=R(V^\dagger)R(V)=R(1)=1$. So $W=\pm1$ and $U=\pm V$.

For $U=\mathrm{diag}(e^{-i\varphi},e^{i\varphi})$, direct multiplication gives

$$U\sigma_0U^\dagger=\cos2\varphi\,\sigma_0+\sin2\varphi\,\sigma_1,\qquad U\sigma_1U^\dagger=-\sin2\varphi\,\sigma_0+\cos2\varphi\,\sigma_1,$$

while $\sigma_2$ is unchanged. This is a Givens rotation by $2\varphi$ in the $xy$ plane. At $\varphi=\pi$ the vector has made a full turn and $U=-1$.

## The statement in Lean

`pauli` is the family $\sigma_i$ indexed by `Fin 3`, and `rot U` is $R(U)$. Its entries are defined as real parts, and `rot_coe` shows that the trace has no imaginary part, for any complex $2\times2$ matrix `U`. Unitarity is the hypothesis `Uᴴ * U = 1`.

The theorem `spin_rotation` combines orthogonality, multiplicativity and the criterion for $R(U)=1$. In its multiplicativity clause, `V` is assumed unitary but may have any determinant. The condition `U.det = 1` matters only for the last clause: every global phase $e^{i\alpha}1$ gives $R=1$, and the condition leaves only $1$ and $-1$ among them. The determinant of `rot U`, the two-to-one property and the Givens case are the separate theorems `det_rot`, `rot_eq_iff` and `rot_givens`.

These theorems place $R(U)$ in SO(3) and identify which $U$ share an image; that every rotation in SO(3) arises this way, as the double cover of SO(3) by SU(2) requires, is not among them.

```lean
import Mathlib

open Matrix

namespace SpinRotation

noncomputable section

/-- The three Pauli matrices, indexed by the Cartesian axes. -/
def pauli : Fin 3 → Matrix (Fin 2) (Fin 2) ℂ :=
  ![!![0, 1; 1, 0], !![0, -Complex.I; Complex.I, 0], !![1, 0; 0, -1]]

/-- The real 3 by 3 matrix with entries `Re tr(σ_i U σ_j U†) / 2`. -/
def rot (U : Matrix (Fin 2) (Fin 2) ℂ) : Matrix (Fin 3) (Fin 3) ℝ :=
  Matrix.of fun i j => (pauli i * U * pauli j * Uᴴ).trace.re / 2

/-- A traceless 2 by 2 matrix is the combination of Pauli matrices with
coefficients `tr(σ_i M) / 2`. -/
theorem pauli_expansion (M : Matrix (Fin 2) (Fin 2) ℂ) (h : M.trace = 0) :
    M = ∑ i, ((pauli i * M).trace / 2) • pauli i := by
  have h' : M 0 0 + M 1 1 = 0 := by rw [← Matrix.trace_fin_two]; exact h
  ext i j
  fin_cases i <;> fin_cases j <;>
    simp [pauli, Fin.sum_univ_three, Matrix.trace_fin_two, Matrix.mul_apply, Fin.sum_univ_two]
  · linear_combination h' / 2
  · linear_combination (M 0 1 - M 1 0) / 2 * Complex.I_sq
  · linear_combination (M 1 0 - M 0 1) / 2 * Complex.I_sq
  · linear_combination h' / 2

/-- The trace `tr(σ_i U σ_j U†) / 2` is real and equals the matrix element of `rot U`. -/
theorem rot_coe (U : Matrix (Fin 2) (Fin 2) ℂ) (i j : Fin 3) :
    ((rot U i j : ℝ) : ℂ) = (pauli i * U * pauli j * Uᴴ).trace / 2 := by
  have hp : ∀ k, (pauli k)ᴴ = pauli k := by
    intro k
    fin_cases k <;> ext a b <;> fin_cases a <;> fin_cases b <;> simp [pauli]
  -- the trace equals its own conjugate, by hermiticity and cyclicity
  have h : star (pauli i * U * pauli j * Uᴴ).trace = (pauli i * U * pauli j * Uᴴ).trace := by
    rw [← Matrix.trace_conjTranspose]
    simp only [Matrix.conjTranspose_mul, Matrix.conjTranspose_conjTranspose, hp]
    rw [show U * (pauli j * (Uᴴ * pauli i)) = (U * pauli j * Uᴴ) * pauli i by
      simp only [Matrix.mul_assoc], Matrix.trace_mul_comm]
    simp only [Matrix.mul_assoc]
  simp only [rot, Matrix.of_apply, Complex.ofReal_div, Complex.ofReal_ofNat]
  rw [Complex.conj_eq_iff_re.mp h]

/-- Conjugation by a unitary `U` turns each Pauli matrix into the combination of Pauli
matrices given by the corresponding column of `rot U`. -/
theorem conj_pauli (U : Matrix (Fin 2) (Fin 2) ℂ) (hU : Uᴴ * U = 1) (j : Fin 3) :
    U * pauli j * Uᴴ = ∑ i, ((rot U i j : ℝ) : ℂ) • pauli i := by
  have ht : (U * pauli j * Uᴴ).trace = 0 := by
    rw [Matrix.trace_mul_comm, ← Matrix.mul_assoc, hU, Matrix.one_mul]
    fin_cases j <;> simp [pauli, Matrix.trace_fin_two]
  refine (pauli_expansion _ ht).trans (Finset.sum_congr rfl fun i _ => ?_)
  rw [rot_coe]
  simp only [Matrix.mul_assoc]

/-- The identity on spin space gives the identity rotation. -/
theorem rot_one : rot 1 = 1 := by
  ext i j
  fin_cases i <;> fin_cases j <;>
    simp [rot, pauli, Matrix.trace_fin_two, Matrix.mul_apply, Fin.sum_univ_two]

/-- Successive spin transformations give the product of their rotation matrices. -/
theorem rot_mul (U V : Matrix (Fin 2) (Fin 2) ℂ) (hV : Vᴴ * V = 1) :
    rot (U * V) = rot U * rot V := by
  ext i j
  apply Complex.ofReal_injective
  have h : pauli i * (U * V) * pauli j * (U * V)ᴴ
      = pauli i * U * (V * pauli j * Vᴴ) * Uᴴ := by
    simp only [Matrix.conjTranspose_mul, Matrix.mul_assoc]
  -- expand the inner conjugation in Pauli matrices
  rw [rot_coe, h, conj_pauli V hV j, Matrix.mul_apply, Complex.ofReal_sum]
  simp only [Complex.ofReal_mul, rot_coe U, Matrix.mul_sum, Matrix.sum_mul, Matrix.mul_smul,
    Matrix.smul_mul, Matrix.trace_sum, Matrix.trace_smul, smul_eq_mul, Finset.sum_div]
  refine Finset.sum_congr rfl fun k _ => ?_
  ring

/-- For unitary `U` the matrix `rot U` is orthogonal. -/
theorem rot_orthogonal (U : Matrix (Fin 2) (Fin 2) ℂ) (hU : Uᴴ * U = 1) :
    (rot U)ᵀ * rot U = 1 := by
  -- the adjoint spin transformation gives the transposed rotation
  have h : rot Uᴴ = (rot U)ᵀ := by
    ext i j
    simp only [rot, Matrix.of_apply, Matrix.transpose_apply, Matrix.conjTranspose_conjTranspose]
    rw [Matrix.mul_assoc (pauli i * Uᴴ), Matrix.trace_mul_comm]
    simp only [Matrix.mul_assoc]
  rw [← h, ← rot_mul _ _ hU, hU, rot_one]

/-- For unitary `U` the matrix `rot U` has determinant 1. -/
theorem det_rot (U : Matrix (Fin 2) (Fin 2) ℂ) (hU : Uᴴ * U = 1) : (rot U).det = 1 := by
  have vec : ∀ a : Fin 3 → ℝ, ∑ i, ((a i : ℝ) : ℂ) • pauli i
      = !![(a 2 : ℂ), a 0 - a 1 * Complex.I; a 0 + a 1 * Complex.I, -(a 2 : ℂ)] := by
    intro a
    ext i j
    fin_cases i <;> fin_cases j <;> simp [pauli, Fin.sum_univ_three, sub_eq_add_neg]
  -- the trace of three Pauli vectors is 2i times their triple product
  have triple : ∀ a b c : Fin 3 → ℝ,
      ((∑ i, ((a i : ℝ) : ℂ) • pauli i) * (∑ i, ((b i : ℝ) : ℂ) • pauli i)
        * (∑ i, ((c i : ℝ) : ℂ) • pauli i)).trace
      = 2 * Complex.I * ((a 0 * (b 1 * c 2 - b 2 * c 1) - a 1 * (b 0 * c 2 - b 2 * c 0)
        + a 2 * (b 0 * c 1 - b 1 * c 0) : ℝ) : ℂ) := by
    intro a b c
    rw [vec, vec, vec, Matrix.mul_fin_two, Matrix.mul_fin_two, Matrix.trace_fin_two_of]
    apply Complex.ext <;> simp <;> ring
  have hp : (U * pauli 0 * Uᴴ) * (U * pauli 1 * Uᴴ) * (U * pauli 2 * Uᴴ)
      = U * (pauli 0 * pauli 1 * pauli 2) * Uᴴ := by
    calc _ = U * pauli 0 * (Uᴴ * U) * pauli 1 * (Uᴴ * U) * pauli 2 * Uᴴ := by
          simp only [Matrix.mul_assoc]
      _ = _ := by rw [hU]; simp only [Matrix.mul_one, Matrix.mul_assoc]
  have h2 : (pauli 0 * pauli 1 * pauli 2).trace = 2 * Complex.I := by
    simp [pauli, Matrix.trace_fin_two]
    ring
  have t := triple (fun i => rot U i 0) (fun i => rot U i 1) (fun i => rot U i 2)
  beta_reduce at t
  rw [← conj_pauli U hU 0, ← conj_pauli U hU 1, ← conj_pauli U hU 2, hp,
    Matrix.trace_mul_comm, ← Matrix.mul_assoc, hU, Matrix.one_mul, h2] at t
  have hne : (2 * Complex.I : ℂ) ≠ 0 := by simp
  have t1 := mul_left_cancel₀ hne ((mul_one _).trans t)
  have t2 := Complex.ofReal_injective (Complex.ofReal_one.trans t1)
  rw [Matrix.det_fin_three]
  linear_combination -t2

/-- For `U` in SU(2), `rot U` is orthogonal, it is multiplicative in the spin transformation,
and it is the identity exactly when `U = 1` or `U = -1`. -/
theorem spin_rotation (U : Matrix (Fin 2) (Fin 2) ℂ) (hU : Uᴴ * U = 1) (hd : U.det = 1) :
    (rot U)ᵀ * rot U = 1 ∧
    (∀ V : Matrix (Fin 2) (Fin 2) ℂ, Vᴴ * V = 1 → rot (U * V) = rot U * rot V) ∧
    (rot U = 1 ↔ U = 1 ∨ U = -1) := by
  refine ⟨rot_orthogonal U hU, fun V hV => rot_mul U V hV, fun hR => ?_, ?_⟩
  · -- a trivial rotation means that U commutes with every Pauli matrix
    have hc : ∀ j, U * pauli j = pauli j * U := by
      intro j
      have h := conj_pauli U hU j
      have e : ∑ i, (((1 : Matrix (Fin 3) (Fin 3) ℝ) i j : ℝ) : ℂ) • pauli i = pauli j := by
        fin_cases j <;> simp [Matrix.one_apply]
      rw [hR, e] at h
      calc U * pauli j = U * pauli j * (Uᴴ * U) := by rw [hU, Matrix.mul_one]
        _ = (U * pauli j * Uᴴ) * U := by simp only [Matrix.mul_assoc]
        _ = pauli j * U := by rw [h]
    have k1 : -U 0 1 = U 0 1 := by
      simpa [pauli, Matrix.mul_apply, Fin.sum_univ_two] using congrFun (congrFun (hc 2) 0) 1
    have k2 : U 1 0 = -U 1 0 := by
      simpa [pauli, Matrix.mul_apply, Fin.sum_univ_two] using congrFun (congrFun (hc 2) 1) 0
    have h00 : U 0 0 = U 1 1 := by
      simpa [pauli, Matrix.mul_apply, Fin.sum_univ_two] using congrFun (congrFun (hc 0) 0) 1
    have h01 : U 0 1 = 0 := by linear_combination (-1 / 2) * k1
    have h10 : U 1 0 = 0 := by linear_combination (1 / 2) * k2
    -- the determinant fixes the remaining scalar up to sign
    rw [Matrix.det_fin_two] at hd
    have hs : U 0 0 * U 0 0 = 1 := by
      linear_combination hd + U 0 0 * h00 + U 1 0 * h01
    rcases mul_self_eq_one_iff.mp hs with h | h
    · left
      have h11 := h00.symm.trans h
      ext i j
      fin_cases i <;> fin_cases j <;> simp [h, h01, h10, h11]
    · right
      have h11 := h00.symm.trans h
      ext i j
      fin_cases i <;> fin_cases j <;> simp [h, h01, h10, h11]
  · rintro (h | h)
    · rw [h, rot_one]
    · rw [h, ← rot_one]
      ext i j
      simp [rot]

/-- Two elements of SU(2) give the same rotation exactly when they agree up to sign. -/
theorem rot_eq_iff (U V : Matrix (Fin 2) (Fin 2) ℂ) (hU : Uᴴ * U = 1) (hV : Vᴴ * V = 1)
    (hdU : U.det = 1) (hdV : V.det = 1) : rot U = rot V ↔ U = V ∨ U = -V := by
  have hV' : V * Vᴴ = 1 := mul_eq_one_comm.mp hV
  constructor
  · intro h
    -- the relative transformation V†U gives the trivial rotation
    have hW : (Vᴴ * U)ᴴ * (Vᴴ * U) = 1 := by
      calc (Vᴴ * U)ᴴ * (Vᴴ * U) = Uᴴ * (V * Vᴴ) * U := by
            simp only [Matrix.conjTranspose_mul, Matrix.conjTranspose_conjTranspose,
              Matrix.mul_assoc]
        _ = 1 := by rw [hV', Matrix.mul_one, hU]
    have hdW : (Vᴴ * U).det = 1 := by
      rw [Matrix.det_mul, Matrix.det_conjTranspose, hdU, hdV]; simp
    have hR : rot (Vᴴ * U) = 1 := by
      rw [rot_mul _ _ hU, h, ← rot_mul _ _ hV, hV, rot_one]
    have hUV : U = V * (Vᴴ * U) := by rw [← Matrix.mul_assoc, hV', Matrix.one_mul]
    rcases (spin_rotation _ hW hdW).2.2.mp hR with h1 | h1
    · left; rw [hUV, h1, Matrix.mul_one]
    · right; rw [hUV, h1, Matrix.mul_neg, Matrix.mul_one]
  · rintro (h | h)
    · rw [h]
    · rw [h]
      ext i j
      simp [rot]

/-- The diagonal spin transformation with phases `-φ` and `φ` gives the Givens rotation
by the angle `2φ` in the xy plane. -/
theorem rot_givens (φ : ℝ) :
    rot !![(Real.cos φ : ℂ) - Real.sin φ * Complex.I, 0;
           0, (Real.cos φ : ℂ) + Real.sin φ * Complex.I]
      = !![Real.cos (2 * φ), -Real.sin (2 * φ), 0;
           Real.sin (2 * φ), Real.cos (2 * φ), 0;
           0, 0, 1] := by
  rw [Real.cos_two_mul', Real.sin_two_mul]
  have h := Real.cos_sq_add_sin_sq φ
  generalize Real.cos φ = c at *
  generalize Real.sin φ = s at *
  ext i j
  fin_cases i <;> fin_cases j <;>
    simp [rot, pauli, Matrix.trace_fin_two, Matrix.mul_apply, Fin.sum_univ_two] <;>
    first | ring1 | linear_combination h

end

end SpinRotation
```

```lean
#print axioms SpinRotation.det_rot
#print axioms SpinRotation.spin_rotation
#print axioms SpinRotation.rot_eq_iff
#print axioms SpinRotation.rot_givens
```

```
'SpinRotation.det_rot' depends on axioms: [propext, Classical.choice, Quot.sound]
'SpinRotation.spin_rotation' depends on axioms: [propext, Classical.choice, Quot.sound]
'SpinRotation.rot_eq_iff' depends on axioms: [propext, Classical.choice, Quot.sound]
'SpinRotation.rot_givens' depends on axioms: [propext, Classical.choice, Quot.sound]
```

## How the proof follows the derivation

`pauli_expansion` checks the four matrix entries separately. The diagonal ones use the vanishing trace, the off-diagonal ones $i^2=-1$; `linear_combination` supplies the multiples. `rot_coe` carries out the conjugation argument for reality, and `conj_pauli` applies the expansion to $U\sigma_jU^\dagger$.

In `rot_mul`, `Complex.ofReal_injective` moves the claim from real to complex numbers, where the traces live. The proof then inserts `conj_pauli` for `V` and pulls the sum out of the trace. `rot_orthogonal` first proves $R(U^\dagger)=R(U)^T$, then uses `rot_mul` and `rot_one`.

In `det_rot`, `vec` writes $a\cdot\sigma$ as an explicit matrix, so that `triple` can verify the triple-product formula by comparing real and imaginary parts. The step `hp` cancels the inner factors $U^\dagger U$, and `h2` evaluates $\mathrm{tr}(\sigma_0\sigma_1\sigma_2)$. Dividing by $2i$ leaves the determinant.

Within `spin_rotation`, `hc` is the commutation with all Pauli matrices. The entries `k1`, `k2` and `h00` make $U$ scalar, and `hs` is $\lambda^2=1$, which `mul_self_eq_one_iff` splits into the two signs. `rot_eq_iff` applies this criterion to $V^\dagger U$, after `mul_eq_one_comm` has turned $V^\dagger V=1$ into $VV^\dagger=1$.

Finally, `rot_givens` rewrites the double angles and replaces $\cos\varphi$ and $\sin\varphi$ by variables `c` and `s` with $c^2+s^2=1$. What remains is a polynomial identity for each entry.
